# The first-order relativistic correction to the energy in a finite matrix Dirac equation

The theorem `direct_relativistic_correction` concerns a one-particle Dirac equation in finite matrix form, in units where the mass and ħ are 1. With e = 1/c² and the energy E counted from the rest energy, the equations are V f + B†g = E f and B f − 2g + e(W − E)g = 0. Here f is the upper component, g is c times the lower one, V and W are the potential blocks acting on them, and B couples the two. The theorem assumes that V is Hermitian and that solutions are given for all real e near zero, with f and g continuous at e = 0 and f nonzero there. It states that E is then differentiable in e at e = 0, with slope ⟨g, (W − E)g⟩/⟨f, f⟩ evaluated at e = 0, where the denominator allows for an unnormalised f. The proof writes the difference quotient as a ratio and lets e tend to zero. For this it must know that ⟨f, f⟩ is not zero at e = 0, and the attempt fails in showing that.

As first written in Lean, the proof fails:

```lean
import Mathlib

open Matrix Filter Topology
open scoped ComplexOrder

namespace DiracDirectPerturbation

noncomputable section

variable {m n : Type*} [Fintype m] [Fintype n]

/-- The Dirac equation for the upper component `f` and the rescaled lower component `g`,
with `e = 1/c²` and the energy `E` counted from the rest energy. -/
structure IsDiracSolution (V : Matrix m m ℂ) (W : Matrix n n ℂ) (B : Matrix n m ℂ)
    (e E : ℝ) (f : m → ℂ) (g : n → ℂ) : Prop where
  upper : V *ᵥ f + Bᴴ *ᵥ g = (E : ℂ) • f
  lower : B *ᵥ f - (2 : ℂ) • g + (e : ℂ) • (W *ᵥ g - (E : ℂ) • g) = 0

/-- In the nonrelativistic limit the upper component fixes the lower one by `B f = 2 g`. -/
theorem lower_component_at_zero {V : Matrix m m ℂ} {W : Matrix n n ℂ} {B : Matrix n m ℂ}
    {E : ℝ} {f : m → ℂ} {g : n → ℂ} (h : IsDiracSolution V W B 0 E f g) :
    B *ᵥ f = (2 : ℂ) • g := by
  have l := h.lower
  rw [Complex.ofReal_zero, zero_smul, add_zero] at l
  exact sub_eq_zero.1 l

/-- An exact relation, at any `e`, between the relativistic energy `E` and the
nonrelativistic energy `E₀`. -/
theorem exact_energy_shift {V : Matrix m m ℂ} {W : Matrix n n ℂ} {B : Matrix n m ℂ}
    (hV : V.IsHermitian) {e E₀ E : ℝ} {f₀ f : m → ℂ} {g₀ g : n → ℂ}
    (h₀ : IsDiracSolution V W B 0 E₀ f₀ g₀) (h : IsDiracSolution V W B e E f g) :
    ((E : ℂ) - E₀) * (star f₀ ⬝ᵥ f + e * (star g₀ ⬝ᵥ g)) =
      e * (star g₀ ⬝ᵥ (W *ᵥ g - (E₀ : ℂ) • g)) := by
  have s2 : star (2 : ℂ) = 2 := by simp
  have sE : star (E₀ : ℂ) = E₀ := Complex.conj_ofReal E₀
  -- pair each equation with the matching component of the other solution
  have u := congrArg (fun v => star f₀ ⬝ᵥ v) h.upper
  have l := congrArg (fun v => star g₀ ⬝ᵥ v) h.lower
  have u₀ := congrArg (fun v => star v ⬝ᵥ f) h₀.upper
  have l₀ := congrArg (fun v => star v ⬝ᵥ g) (lower_component_at_zero h₀)
  simp only [star_add, star_smul, Matrix.star_mulVec, ← Matrix.dotProduct_mulVec,
    add_dotProduct, smul_dotProduct, dotProduct_add, dotProduct_sub, dotProduct_smul,
    dotProduct_zero, hV.eq, Matrix.conjTranspose_conjTranspose, smul_eq_mul, s2, sE]
    at u l u₀ l₀ ⊢
  linear_combination u₀ - u + l₀ - l

/-- Direct relativistic correction: along a solution branch continuous at `e = 0`, with `V`
Hermitian and `f 0` nonzero, the energy is differentiable in `e = 1/c²` at the nonrelativistic
limit, with slope `⟨g, (W - E) g⟩ / ⟨f, f⟩` taken at `e = 0`. -/
theorem direct_relativistic_correction {V : Matrix m m ℂ} {W : Matrix n n ℂ}
    {B : Matrix n m ℂ} (hV : V.IsHermitian) {E : ℝ → ℝ} {f : ℝ → m → ℂ} {g : ℝ → n → ℂ}
    (hsol : ∀ᶠ e in 𝓝 (0 : ℝ), IsDiracSolution V W B e (E e) (f e) (g e))
    (hf : ContinuousAt f 0) (hg : ContinuousAt g 0) (hf0 : f 0 ≠ 0) :
    HasDerivAt (fun e => (E e : ℂ))
      (star (g 0) ⬝ᵥ (W *ᵥ g 0 - (E 0 : ℂ) • g 0) / (star (f 0) ⬝ᵥ f 0)) 0 := by
  have h₀ : IsDiracSolution V W B 0 (E 0) (f 0) (g 0) := hsol.self_of_nhds
  have hne : star (f 0) ⬝ᵥ f 0 ≠ 0 := by
    intro h
    rw [dotProduct_comm] at h
    exact hf0 (dotProduct_star_self_eq_zero.1 h)
  have c1 : Continuous fun v : n → ℂ => star (g 0) ⬝ᵥ (W *ᵥ v - (E 0 : ℂ) • v) := by
    simp only [dotProduct, Matrix.mulVec, Pi.sub_apply, Pi.smul_apply]
    fun_prop
  have c2 : Continuous fun v : m → ℂ => star (f 0) ⬝ᵥ v := by
    simp only [dotProduct]
    fun_prop
  have c3 : Continuous fun v : n → ℂ => star (g 0) ⬝ᵥ v := by
    simp only [dotProduct]
    fun_prop
  have hN : Tendsto (fun e => star (g 0) ⬝ᵥ (W *ᵥ g e - (E 0 : ℂ) • g e)) (𝓝 (0 : ℝ))
      (𝓝 (star (g 0) ⬝ᵥ (W *ᵥ g 0 - (E 0 : ℂ) • g 0))) := (c1.tendsto (g 0)).comp hg
  have hD : Tendsto (fun e : ℝ => star (f 0) ⬝ᵥ f e + (e : ℂ) * (star (g 0) ⬝ᵥ g e))
      (𝓝 (0 : ℝ)) (𝓝 (star (f 0) ⬝ᵥ f 0 + ((0 : ℝ) : ℂ) * (star (g 0) ⬝ᵥ g 0))) :=
    ((c2.tendsto (f 0)).comp hf).add
      ((Complex.continuous_ofReal.tendsto 0).mul ((c3.tendsto (g 0)).comp hg))
  rw [Complex.ofReal_zero, zero_mul, add_zero] at hD
  -- the difference quotient is a ratio of continuous functions
  rw [hasDerivAt_iff_tendsto_slope]
  refine Tendsto.congr' ?_ ((hN.div hD hne).mono_left nhdsWithin_le_nhds)
  filter_upwards [nhdsWithin_le_nhds hsol, nhdsWithin_le_nhds (hD.eventually_ne hne),
    self_mem_nhdsWithin] with e he hd he0
  have hd' : star (f 0) ⬝ᵥ f e + (e : ℂ) * (star (g 0) ⬝ᵥ g e) ≠ 0 := hd
  have he' : (e : ℂ) ≠ 0 := Complex.ofReal_ne_zero.2 he0
  have q : star (g 0) ⬝ᵥ (W *ᵥ g e - (E 0 : ℂ) • g e) /
      (star (f 0) ⬝ᵥ f e + (e : ℂ) * (star (g 0) ⬝ᵥ g e)) =
      (e : ℂ)⁻¹ * ((E e : ℂ) - E 0) := by
    rw [div_eq_iff hd', mul_assoc, exact_energy_shift hV h₀ he, inv_mul_cancel_left₀ he']
  simp only [slope, vsub_eq_sub, sub_zero, Complex.real_smul, Complex.ofReal_inv]
  exact q

end

end DiracDirectPerturbation
```

Messages:

```
Main.lean:60:46: error: Application type mismatch: The argument
  h
has type
  f 0 ⬝ᵥ star (f 0) = 0
but is expected to have type
  star (f 0) ⬝ᵥ f 0 = 0
in the application
  dotProduct_star_self_eq_zero.mp h
```

To show that `star (f 0) ⬝ᵥ f 0` is not zero, the proof assumes in `h` that it is zero and seeks a contradiction with `hf0`, which says that `f 0` is nonzero. The lemma `dotProduct_star_self_eq_zero` gives `f 0 = 0` from exactly this assumption, with the starred vector on the left.

Before using the lemma, however, the attempt rewrites `h` with `dotProduct_comm`, which swaps the two factors and leaves `f 0 ⬝ᵥ star (f 0) = 0`. The two products are equal, but Lean does not apply commutativity by itself when it checks an argument's type, so it reports a mismatch.

The repair deletes the rewrite, and `h` then has the form the lemma expects. The other change only rewords a comment and has no bearing on the error.

As a diff, the version that Lean accepts:

```diff
@@ -57,5 +57,5 @@
   have hne : star (f 0) ⬝ᵥ f 0 ≠ 0 := by
     intro h
-    rw [dotProduct_comm] at h
+
     exact hf0 (dotProduct_star_self_eq_zero.1 h)
   have c1 : Continuous fun v : n → ℂ => star (g 0) ⬝ᵥ (W *ᵥ v - (E 0 : ℂ) • v) := by
@@ -75,5 +75,5 @@
       ((Complex.continuous_ofReal.tendsto 0).mul ((c3.tendsto (g 0)).comp hg))
   rw [Complex.ofReal_zero, zero_mul, add_zero] at hD
-  -- the difference quotient is a ratio of continuous functions
+  -- for nonzero `e` near zero the difference quotient is a ratio whose limit is known
   rw [hasDerivAt_iff_tendsto_slope]
   refine Tendsto.congr' ?_ ((hN.div hD hne).mono_left nhdsWithin_le_nhds)
```
